# Every monomial in a product of two polynomials is a product of monomials from the factors

The declaration `exists_split` is pure algebra and assumes no physical model: `P` and `Q` are polynomials in `N` commuting variables over a commutative ring `R`. It states that if the monomial with exponents `d` has a non-zero coefficient in `P * Q`, then there are exponents `a` and `b` with `a + b = d` whose monomials have non-zero coefficients in `P` and `Q` respectively. The attempt writes the coefficient of the product as a sum over pairs of exponents adding up to `d`. Since the sum is not zero, some term of it is not zero, and the pair belonging to that term supplies `a` and `b`.

An attempt in Lean 4 with a fault in it:

```lean
import Mathlib

open MvPolynomial

namespace ExistsSplit

variable {R : Type*} [CommRing R] {N m : ℕ}

/-- A monomial occurring in a product is a product of monomials occurring in the factors. -/
theorem exists_split {P Q : MvPolynomial (Fin N) R} {d : Fin N →₀ ℕ}
    (h : coeff d (P * Q) ≠ 0) : ∃ a b, a + b = d ∧ coeff a P ≠ 0 ∧ coeff b Q ≠ 0 := by
  rw [coeff_mul] at h
  obtain ⟨x, hx, hne⟩ := Finset.exists_ne_zero_of_sum_ne_zero h
  exact ⟨x.1, x.2, Finset.mem_antidiagonal.mp hx, left_ne_zero_of_mul hne,
    right_ne_zero_of_mul hne⟩

end ExistsSplit
```

Messages:

```
Main.lean:14:19: error: Application type mismatch: The argument
  Finset.mem_antidiagonal.mp ?m.91
has type
  ?m.88.1 ∈ ?m.83 ∧ ?m.88.2 ∈ ?m.84 ∧ ?m.88.1 + ?m.88.2 = ?m.87
but is expected to have type
  x.1 + x.2 = d
in the application
  And.intro (Finset.mem_antidiagonal.mp ?m.91)
Main.lean:14:46: error: Application type mismatch: The argument
  hx
has type
  x ∈ Finset.HasAntidiagonal.antidiagonal d
but is expected to have type
  ?m.88 ∈ Finset.antidiagonal ?m.85 ?m.86 ?m.87
in the application
  Finset.mem_antidiagonal.mp hx
```

The change, after which it compiles:

```diff
@@ -12,5 +12,5 @@
   rw [coeff_mul] at h
   obtain ⟨x, hx, hne⟩ := Finset.exists_ne_zero_of_sum_ne_zero h
-  exact ⟨x.1, x.2, Finset.mem_antidiagonal.mp hx, left_ne_zero_of_mul hne,
+  exact ⟨x.1, x.2, Finset.HasAntidiagonal.mem_antidiagonal.mp hx, left_ne_zero_of_mul hne,
     right_ne_zero_of_mul hne⟩
 
```

Cause. Both errors come from the name `Finset.mem_antidiagonal`. Here it refers to a lemma about `Finset.antidiagonal` with three arguments, in which the two entries of a pair must lie in given sets as well as have a given sum.

The first message says that this lemma yields a three-part conjunction, two memberships and an equation, where the proof needs only `x.1 + x.2 = d`. The second says that `hx` does not fit the lemma's hypothesis either: it states membership in `Finset.HasAntidiagonal.antidiagonal d`, which takes only the sum `d`, and not in the three-argument set.

The diff names `Finset.HasAntidiagonal.mem_antidiagonal` instead. That lemma concerns the very set in `hx`, and its forward direction gives just the equation required, so the one change cures both errors. The rest of the proof is unchanged.
